# The squared γ5 trace of four slashed real four-vectors is 16 times their Minkowski Gram determinant

Squared amplitudes of spin-½ particles with chiral couplings can contain traces of γ5 with four slashed momenta or spin vectors. Kinematics is usually expressed through invariant products aᵢ·aⱼ, which raises the question of how far these fix such a trace. In exactly four dimensions and the Dirac representation, they fix its square.

## Matrices, metric and trace

```lean
import Mathlib

open Matrix Complex

namespace ChiralTraceGram

noncomputable section
```

With the Pauli matrices σ₁, σ₂, σ₃ and 2×2 blocks written row by row,

γ⁰ = [[1, 0], [0, −1]],  γᵏ = [[0, σₖ], [−σₖ, 0]],  γ5 = iγ⁰γ¹γ²γ³.

```lean
/-- The Dirac matrices `γ⁰, γ¹, γ², γ³` in the Dirac representation. -/
def gamma : Fin 4 → Matrix (Fin 4) (Fin 4) ℂ :=
  ![!![1, 0, 0, 0; 0, 1, 0, 0; 0, 0, -1, 0; 0, 0, 0, -1],
    !![0, 0, 0, 1; 0, 0, 1, 0; 0, -1, 0, 0; -1, 0, 0, 0],
    !![0, 0, 0, -I; 0, 0, I, 0; 0, I, 0, 0; -I, 0, 0, 0],
    !![0, 0, 1, 0; 0, 0, 0, -1; -1, 0, 0, 0; 0, 1, 0, 0]]

/-- The chirality matrix `γ5 = i γ⁰ γ¹ γ² γ³`. -/
def gamma5 : Matrix (Fin 4) (Fin 4) ℂ := I • (gamma 0 * gamma 1 * gamma 2 * gamma 3)
```

A four-vector a is given by its contravariant components a⁰, …, a³, and the metric is η = diag(1, −1, −1, −1):

a̸ = a⁰γ⁰ − a¹γ¹ − a²γ² − a³γ³,  a·b = a⁰b⁰ − a¹b¹ − a²b² − a³b³.

The product is bilinear, without complex conjugation.

```lean
/-- The Feynman slash `a_μ γ^μ` of a vector given by its contravariant components. -/
def slash (a : Fin 4 → ℂ) : Matrix (Fin 4) (Fin 4) ℂ :=
  a 0 • gamma 0 - a 1 • gamma 1 - a 2 • gamma 2 - a 3 • gamma 3

/-- The Minkowski metric `diag(1, -1, -1, -1)`. -/
def eta (R : Type*) [CommRing R] : Matrix (Fin 4) (Fin 4) R := diagonal ![1, -1, -1, -1]

/-- The Minkowski product `a · b` with signature `(+,-,-,-)`. -/
def mdot {R : Type*} [CommRing R] (a b : Fin 4 → R) : R :=
  a 0 * b 0 - a 1 * b 1 - a 2 * b 2 - a 3 * b 3
```

A quadruple a consists of vectors a₀, …, a₃, and `a i μ` is component μ of aᵢ. For quadruples a and b put

G(a, b)ᵢⱼ = aᵢ·bⱼ,  T(a) = tr(γ5 a̸₀ a̸₁ a̸₂ a̸₃).

These are `gram` and `chiralTrace`; real vectors enter T through `complexify`. The last definition serves part (j). The theorems are stated in the Dirac representation, but replacing every γ^μ by Sγ^μS⁻¹ with one invertible matrix S leaves T unchanged, because γ5 is conjugated in the same way and the trace is cyclic. Other dimensions are not treated.

```lean
/-- The matrix of Minkowski products `aᵢ · bⱼ` of two quadruples of four-vectors. -/
def gram {R : Type*} [CommRing R] (a b : Fin 4 → Fin 4 → R) : Matrix (Fin 4) (Fin 4) R :=
  Matrix.of fun i j => mdot (a i) (b j)

/-- The trace of `γ5` times the four slashed vectors of a quadruple, in order. -/
def chiralTrace (a : Fin 4 → Fin 4 → ℂ) : ℂ :=
  trace (gamma5 * slash (a 0) * slash (a 1) * slash (a 2) * slash (a 3))

/-- A quadruple of real four-vectors regarded as complex four-vectors. -/
def complexify (a : Fin 4 → Fin 4 → ℝ) : Fin 4 → Fin 4 → ℂ := fun i μ => (a i μ : ℂ)

/-- The standard tetrad boosted along the first spatial axis with Lorentz factor `5/4`. -/
def boostedTetrad : Fin 4 → Fin 4 → ℂ :=
  ![![5 / 4, 3 / 4, 0, 0], ![3 / 4, 5 / 4, 0, 0], ![0, 0, 1, 0], ![0, 0, 0, 1]]
```

## (a) γ5 in block form

Show that γ5 = [[0, 1], [1, 0]].

Since σ₁σ₂ = iσ₃, γ¹γ² = [[−iσ₃, 0], [0, −iσ₃]]. Multiplying by γ³ gives [[0, −i], [i, 0]], γ⁰ from the left gives [[0, −i], [−i, 0]], and the factor i finishes. Lean compares the sixteen entries.

```lean
/-- In the Dirac representation `γ5` has unit off-diagonal blocks and zero diagonal blocks. -/
theorem gamma5_eq : gamma5 = !![0, 0, 1, 0; 0, 0, 0, 1; 1, 0, 0, 0; 0, 1, 0, 0] := by
  ext i j
  fin_cases i <;> fin_cases j <;> simp [gamma5, gamma]
```

## (b) Entries of a slashed vector

Write out a̸.

With σ(a) = a¹σ₁ + a²σ₂ + a³σ₃ = [[a³, a¹ − ia²], [a¹ + ia², −a³]],

a̸ = [[a⁰, −σ(a)], [σ(a), −a⁰]].

```lean
/-- The matrix elements of a slashed vector in the Dirac representation. -/
theorem slash_eq (a : Fin 4 → ℂ) : slash a =
    !![a 0, 0, -a 3, -a 1 + I * a 2; 0, a 0, -a 1 - I * a 2, a 3;
       a 3, a 1 - I * a 2, -a 0, 0; a 1 + I * a 2, -a 3, 0, -a 0] := by
  ext i j
  fin_cases i <;> fin_cases j <;> simp [slash, gamma] <;> ring
```

## (c) The anticommutator

Show that a̸b̸ + b̸a̸ = 2(a·b)·1 for complex a, b.

Both diagonal blocks of a̸b̸ are a⁰b⁰ − σ(a)σ(b), and both off-diagonal blocks are b⁰σ(a) − a⁰σ(b), which cancels under a ↔ b. The Pauli relation σ(a)σ(b) + σ(b)σ(a) = 2(a¹b¹ + a²b² + a³b³) gives the result. In Lean the diagonal entries need i² = −1, supplied as `I_sq`.

```lean
/-- The anticommutator of two slashed vectors is `2 a · b` times the unit matrix. -/
theorem slash_anticomm (a b : Fin 4 → ℂ) :
    slash a * slash b + slash b * slash a = (2 * mdot a b) • (1 : Matrix (Fin 4) (Fin 4) ℂ) := by
  ext i j
  rw [Matrix.add_apply, Matrix.mul_apply, Matrix.mul_apply, Fin.sum_univ_four,
    Fin.sum_univ_four, slash_eq, slash_eq]
  fin_cases i <;> fin_cases j <;> simp [mdot] <;>
    first
      | ring1
      | linear_combination (2 * a 2 * b 2) * I_sq
```

## (d) Factoring the Gram matrix

Let A and B have the vectors aᵢ and bⱼ as rows. Show that G(a, b) = A η Bᵀ.

The entry (i, j) of the right side is the sum over μ of A(i, μ) η(μ, μ) B(j, μ), which is aᵢ·bⱼ. The statement holds over any commutative ring, so it serves both ℝ and ℂ.

```lean
/-- The matrix of products `aᵢ · bⱼ` is `A η Bᵀ`, where the rows of `A` and `B` are the
contravariant components of the vectors. -/
theorem gram_eq {R : Type*} [CommRing R] (a b : Fin 4 → Fin 4 → R) :
    gram a b = Matrix.of a * eta R * (Matrix.of b)ᵀ := by
  ext i j
  rw [Matrix.mul_apply]
  simp only [eta, Matrix.mul_diagonal]
  simp [gram, mdot, Fin.sum_univ_four]
  ring
```

## (e) The product of two traces

Show that T(a) T(b) = 16 det G(a, b) for complex quadruples.

First, tr(γ5 γ^μ γ^ν) = 0. For μ = ν it is ± tr γ5 = 0 by (a). For μ ≠ ν, a third matrix γ^λ anticommutes with all three factors, so conjugation by it reverses the sign of the trace. Exchanging neighbouring vectors in T by (c) therefore gives −T plus a vanishing term. Being multilinear and antisymmetric, T(a) equals det A times its value on the standard basis. As γ⁰γ¹γ²γ³ = −iγ5 and γ5² = 1, that value is

−tr(γ5 γ⁰γ¹γ²γ³) = i tr 1 = 4i.

Hence T(a) = 4i det A, and by (d) with det η = −1,

T(a) T(b) = −16 det A det B = 16 det(A η Bᵀ).

Lean reaches T = 4i det in the internal step `key` by another route, without (c): it expands the trace with (a) and (b) and compares with the Laplace expansion. The step `he` is det η = −1.

```lean
/-- For two quadruples of complex four-vectors, the product of their `γ5` traces is
`16 det (aᵢ · bⱼ)`. -/
theorem chiralTrace_mul (a b : Fin 4 → Fin 4 → ℂ) :
    chiralTrace a * chiralTrace b = 16 * (gram a b).det := by
  have hs : (Fin.succ 2 : Fin 4) = 3 := rfl
  have hc : (Fin.castSucc 2 : Fin 4) = 2 := rfl
  -- expand each trace in components and compare with the Laplace expansion
  have key : ∀ c : Fin 4 → Fin 4 → ℂ, chiralTrace c = 4 * I * (Matrix.of c).det := by
    intro c
    rw [chiralTrace, Matrix.mul_assoc _ (slash (c 2)), Matrix.det_succ_row_zero]
    simp only [Matrix.trace, Matrix.diag_apply, Matrix.mul_apply, Fin.sum_univ_four,
      Matrix.det_fin_three, Matrix.submatrix_apply, Matrix.of_apply]
    simp [slash_eq, gamma5_eq, Fin.succAbove, hs, hc]
    ring_nf
  have he : (eta ℂ).det = -1 := by simp [eta, Fin.prod_univ_four]
  -- the sign of the metric determinant matches `i² = -1`
  rw [key a, key b, gram_eq, det_mul, det_mul, det_transpose, he]
  linear_combination (16 * (Matrix.of a).det * (Matrix.of b).det) * I_sq
```

## (f) The square for real vectors

Show that T(a)² = 16 det(aᵢ·aⱼ) for real vectors.

Put b = a in (e). The real determinant, regarded as a complex number, equals the determinant of the complexified vectors' Gram matrix, which is `RingHom.map_det`.

```lean
/-- For four real four-vectors, the square of the `γ5` trace is `16` times the determinant of
the Minkowski Gram matrix `aᵢ · aⱼ`. -/
theorem chiralTrace_sq (a : Fin 4 → Fin 4 → ℝ) :
    chiralTrace (complexify a) ^ 2 = 16 * (((gram a a).det : ℝ) : ℂ) := by
  -- the embedding of the reals commutes with the determinant
  have h : (((gram a a).det : ℝ) : ℂ) = (gram (complexify a) (complexify a)).det := by
    refine (RingHom.map_det Complex.ofRealHom (gram a a)).trans ?_
    congr 1
    ext i j
    simp [gram, mdot, complexify]
  rw [sq, chiralTrace_mul, h]
```

## (g) Vanishing and linear dependence

Show that T(a) = 0 exactly when the real vectors a₀, …, a₃ are linearly dependent over ℝ.

Parts (d) and (f) give

T(a)² = −16 (det A)².

So T(a) = 0 if and only if det A = 0, which means dependent rows; `hli` links independence to invertibility of A. In relativistic quantum scattering of two particles into two, momentum conservation makes the four momenta dependent, so this four-dimensional trace vanishes when built from them alone.

```lean
/-- The `γ5` trace of four real four-vectors vanishes exactly when they are linearly dependent
over the reals. -/
theorem chiralTrace_eq_zero_iff (a : Fin 4 → Fin 4 → ℝ) :
    chiralTrace (complexify a) = 0 ↔ ¬ LinearIndependent ℝ a := by
  have he : (eta ℝ).det = -1 := by simp [eta, Fin.prod_univ_four]
  have h := chiralTrace_sq a
  rw [gram_eq, det_mul, det_mul, det_transpose, he] at h
  have hli : LinearIndependent ℝ a ↔ IsUnit (Matrix.of a) :=
    Matrix.linearIndependent_rows_iff_isUnit (A := Matrix.of a)
  -- dependence of the rows means a vanishing component determinant
  rw [hli, Matrix.isUnit_iff_isUnit_det, isUnit_iff_ne_zero, not_not]
  constructor
  · intro h0
    rw [h0] at h
    simpa using h
  · intro h0
    rw [h0] at h
    simpa using h
```

## (h) Equal invariants fix the trace up to sign

Assume aᵢ·aⱼ = bᵢ·bⱼ for all i, j, as holds when one Lorentz transformation carries a to b. Show that T(a) = T(b) or T(a) = −T(b).

The Gram matrices coincide, so (e) gives T(a)² = T(b)², that is

(T(a) − T(b))(T(a) + T(b)) = 0,

and one factor vanishes. The theorem does not say which.

```lean
/-- Two quadruples of four-vectors with the same Minkowski products have `γ5` traces that agree
up to a sign. -/
theorem chiralTrace_eq_or_neg (a b : Fin 4 → Fin 4 → ℂ)
    (h : ∀ i j, mdot (a i) (a j) = mdot (b i) (b j)) :
    chiralTrace a = chiralTrace b ∨ chiralTrace a = -chiralTrace b := by
  have hg : gram a a = gram b b := by
    ext i j
    exact h i j
  have h2 : (chiralTrace a - chiralTrace b) * (chiralTrace a + chiralTrace b) = 0 := by
    have ha := chiralTrace_mul a a
    rw [hg] at ha
    linear_combination ha - chiralTrace_mul b b
  rcases mul_eq_zero.mp h2 with h3 | h3
  · exact Or.inl (by linear_combination h3)
  · exact Or.inr (by linear_combination h3)
```

## (i) Orthonormal tetrads

Assume G(e, e) = η for a quadruple e; this holds for the unit vectors along the time axis and the three spatial axes of an inertial frame, and complex components are allowed too. Show that T(e)² = −16.

By (e), T(e)² = 16 det η = −16.

```lean
/-- For an orthonormal tetrad, `eᵢ · eⱼ = ηᵢⱼ`, the square of the `γ5` trace is `-16`. -/
theorem chiralTrace_sq_tetrad (e : Fin 4 → Fin 4 → ℂ) (h : gram e e = eta ℂ) :
    chiralTrace e ^ 2 = -16 := by
  have he : (eta ℂ).det = -1 := by simp [eta, Fin.prod_univ_four]
  rw [sq, chiralTrace_mul, h, he]
  norm_num
```

## (j) A boosted frame

Show that `boostedTetrad`, the standard axes boosted along direction 1 with speed 3/5 (in units of the speed of light) and Lorentz factor 5/4, satisfies the assumption of (i).

e₀·e₀ = 25/16 − 9/16 = 1,  e₀·e₁ = 15/16 − 15/16 = 0,  e₁·e₁ = 9/16 − 25/16 = −1.

The vectors e₂ and e₃ are unchanged, have square −1, and are orthogonal to each other and to e₀, e₁.

```lean
/-- The boosted tetrad is orthonormal: its matrix of Minkowski products is the metric. -/
theorem tetrad_witness : gram boostedTetrad boostedTetrad = eta ℂ := by
  ext i j
  fin_cases i <;> fin_cases j <;> simp [gram, mdot, boostedTetrad, eta] <;> norm_num

end

end ChiralTraceGram
```

```lean
#print axioms ChiralTraceGram.chiralTrace_sq
#print axioms ChiralTraceGram.chiralTrace_eq_zero_iff
#print axioms ChiralTraceGram.chiralTrace_eq_or_neg
#print axioms ChiralTraceGram.chiralTrace_sq_tetrad
```

```
'ChiralTraceGram.chiralTrace_sq' depends on axioms: [propext, Classical.choice, Quot.sound]
'ChiralTraceGram.chiralTrace_eq_zero_iff' depends on axioms: [propext, Classical.choice, Quot.sound]
'ChiralTraceGram.chiralTrace_eq_or_neg' depends on axioms: [propext, Classical.choice, Quot.sound]
'ChiralTraceGram.chiralTrace_sq_tetrad' depends on axioms: [propext, Classical.choice, Quot.sound]
```
